# The part of a perturbed basis state orthogonal to the original overlaps any vector only through the other basis states

Let a linear operator `V` act on a real inner product space with a finite orthonormal basis `b`, and take from `V (b o)` its component along the basis state `b o`. The remainder is the vector `coupledState V (b o)`, which need not be normalised. The lemma `inner_coupledState` states that its inner product with any vector `x` is the sum, over all basis states `b k` other than `b o`, of the matrix element `⟪b k, V (b o)⟫_ℝ` times `⟪b k, x⟫_ℝ`. The attempt expands the inner product over the whole basis, drops the term at `o` because it is zero, and rewrites the other terms with the component formula proved just before.

The first attempt, which Lean rejects:

```lean
import Mathlib

open scoped InnerProductSpace
open Finset

namespace InnerCoupledState

variable {ι E : Type*} [Fintype ι] [DecidableEq ι]
  [NormedAddCommGroup E] [InnerProductSpace ℝ E]

/-- The vector `u = (V - ⟨p, V p⟩) p` into which the perturbation `V` drives the state `p`. -/
noncomputable def coupledState (V : E →ₗ[ℝ] E) (p : E) : E := V p - ⟪p, V p⟫_ℝ • p

variable {H0 V : E →ₗ[ℝ] E} {b : OrthonormalBasis ι ℝ E} {ε : ι → ℝ} {o : ι} {g : ℝ}

/-- The vector `coupledState V (b o)` has no component along `b o`, and its component along any
other basis state is the matrix element of `V`. -/
theorem coupledState_components (V : E →ₗ[ℝ] E) (b : OrthonormalBasis ι ℝ E) (o k : ι) :
    ⟪b k, coupledState V (b o)⟫_ℝ = if k = o then 0 else ⟪b k, V (b o)⟫_ℝ := by
  rw [coupledState, inner_sub_right, inner_smul_right]
  split_ifs with hk
  · subst hk
    rw [real_inner_self_eq_norm_sq, b.orthonormal.1 k]
    ring
  · have h : ⟪b k, b o⟫_ℝ = 0 := b.orthonormal.2 hk
    rw [h]
    ring

/-- The overlap of `coupledState V (b o)` with any vector is a sum over the basis states other than
`b o`. -/
theorem inner_coupledState (V : E →ₗ[ℝ] E) (b : OrthonormalBasis ι ℝ E) (o : ι) (x : E) :
    ⟪coupledState V (b o), x⟫_ℝ
      = ∑ k ∈ univ.erase o, ⟪b k, V (b o)⟫_ℝ * ⟪b k, x⟫_ℝ := by
  rw [← b.sum_inner_mul_inner (coupledState V (b o)) x]
  have hz : ⟪coupledState V (b o), b o⟫_ℝ * ⟪b o, x⟫_ℝ = 0 := by
    rw [real_inner_comm (b o), coupledState_components, if_pos rfl, zero_mul]
  refine (Finset.sum_erase _ hz).symm.trans (Finset.sum_congr rfl fun k hk => ?_)
  rw [real_inner_comm (b k), coupledState_components, if_neg (ne_of_mem_erase hk)]

end InnerCoupledState
```

Lean reports:

```
Main.lean:37:2: error: Type mismatch
  Eq.trans (Eq.symm (sum_erase ?m.132 hz)) (sum_congr rfl fun k hk => ?m.153)
has type
  (Finset.sum.{0, 0} ?m.132 fun x => ⟪coupledState V (b o), b o⟫_ℝ * x) = (erase ?m.132 ⟪b o, x⟫_ℝ).sum ?m.148
but is expected to have type
  (Finset.sum.{u_1, 0} univ fun i => ⟪coupledState V (b o), b i⟫_ℝ * ⟪b i, x⟫_ℝ) =
    ∑ k ∈ univ.erase o, ⟪b k, V (b o)⟫_ℝ * ⟪b k, x⟫_ℝ
```

Cause. `Finset.sum_erase` needs a proof that the summand `f` vanishes at the erased point `a`. In the failing line Lean had to find both `f` and `a` from `hz`, which says only that a product of two real numbers is zero. It read the product as the function `fun x => ⟪coupledState V (b o), b o⟫_ℝ * x` applied to the number `⟪b o, x⟫_ℝ`. The message shows the result: a sum over real numbers with `⟪b o, x⟫_ℝ` erased, where the goal has a sum over basis indices. The fact `hz` is true and sufficient, but its form does not determine the summand.

The repair states the wanted equality as `hs`, with the index `k`, the summand and the erased index `o` written out. The stated type fixes `f` and `a`, and `hz` is then exactly the proof required. `rw [← hs]` replaces the full sum in the goal by the sum without `o`, so that `Finset.sum_congr` can compare the two sides term by term. These two steps take the place of the chain through `.symm.trans`, and the final rewrite is unchanged.

After these edits no error is left:

```diff
@@ -35,5 +35,8 @@
   have hz : ⟪coupledState V (b o), b o⟫_ℝ * ⟪b o, x⟫_ℝ = 0 := by
     rw [real_inner_comm (b o), coupledState_components, if_pos rfl, zero_mul]
-  refine (Finset.sum_erase _ hz).symm.trans (Finset.sum_congr rfl fun k hk => ?_)
+  have hs : ∑ k ∈ univ.erase o, ⟪coupledState V (b o), b k⟫_ℝ * ⟪b k, x⟫_ℝ
+      = ∑ k, ⟪coupledState V (b o), b k⟫_ℝ * ⟪b k, x⟫_ℝ := Finset.sum_erase _ hz
+  rw [← hs]
+  refine Finset.sum_congr rfl fun k hk => ?_
   rw [real_inner_comm (b k), coupledState_components, if_neg (ne_of_mem_erase hk)]
 
```
